# Shift-and-invert Rayleigh quotients tend to the eigenvalue strictly nearest the shift, given initial overlap

To find a state near a chosen energy $s$, an ultrasoft or PAW code can repeatedly solve $(H-sS)y=Sx$, replace $x$ by $y$, and read the energy from

$$\rho(x)=\frac{\langle x,Hx\rangle}{\langle x,Sx\rangle},\qquad \langle x,y\rangle=x^\dagger y .$$

Let the Hamiltonian matrix $H$ be Hermitian and the overlap matrix $S$ positive definite in a finite basis, and let $Hx_1=e_1Sx_1$ with $e_1\ne s$. If every other generalised eigenvalue lies strictly farther from $s$ and the start vector $x_0$ satisfies $\langle x_1,Sx_0\rangle\neq0$, then $\rho(T^kx_0)\to e_1$, where $T=(H-sS)^{-1}S$. The error is at most $Cq^{2k}$, with $C$ independent of $k$ and $q<1$ the largest ratio of $|e_1-s|$ to the distance of another eigenvalue from $s$ (take $q=0$ if there is no other eigenvalue).

## Each step divides a mode by its signed distance from the shift

Write $S=UdU^\dagger$ with $U$ unitary and $d$ diagonal, and set $W=Ud^{-1/2}$, so that $W^\dagger SW=1$. Diagonalise the Hermitian matrix $W^\dagger HW$ by a unitary $V$. Then $X=WV$ satisfies

$$X^\dagger SX=1,\qquad X^\dagger HX=\mathrm{diag}(\varepsilon_j).$$

Its columns $u_j$ obey $Hu_j=\varepsilon_jSu_j$. No $\varepsilon_j$ equals $s$, since it would then be nearer to $s$ than $e_1$. Hence $(H-sS)u_j=(\varepsilon_j-s)Su_j$ gives $Tu_j=(\varepsilon_j-s)^{-1}u_j$.

Expand $x_0=\sum_jc_ju_j$ with $c=X^\dagger Sx_0$, and set $p_j=|c_j|^2$. Then

$$\rho(T^kx_0)=\frac{\sum_j\varepsilon_jw_j}{\sum_jw_j},\qquad w_j=(\varepsilon_j-s)^{-2k}p_j .$$

Expand also $x_1=\sum_jb_ju_j$. The eigenvalue equation gives $(\varepsilon_j-e_1)b_j=0$. Since $\sum_jb_j^*c_j\ne0$, some $j_0$ has $b_{j_0}c_{j_0}\neq0$, so $\varepsilon_{j_0}=e_1$ and $p_{j_0}>0$. The denominator is at least $w_{j_0}=(e_1-s)^{-2k}p_{j_0}$, hence positive. For $\varepsilon_j\ne e_1$, $w_j\le q^{2k}(e_1-s)^{-2k}p_j$. Therefore

$$|\rho(T^kx_0)-e_1|\le\frac{\sum_j|\varepsilon_j-e_1|w_j}{w_{j_0}}\le q^{2k}\,\frac{\sum_j|\varepsilon_j-e_1|p_j}{p_{j_0}} .$$

In a one-dimensional basis the right-hand side is zero, and the quotient is $e_1$ from the start.

## The convergence theorem in Lean

```lean
import Mathlib

open Matrix Filter Topology
open scoped ComplexOrder

namespace ShiftInvertIteration

noncomputable section

variable {n : Type*} [Fintype n] [DecidableEq n]

/-- The shift-and-invert operator `(H - sS)⁻¹ S`, for a shift `s` at which `H - sS` is
invertible. -/
def shiftInvert (H S : Matrix n n ℂ) (s : ℝ) : Matrix n n ℂ := (H - (s : ℂ) • S)⁻¹ * S

/-- The S-weighted Rayleigh quotient `⟨x, Hx⟩ / ⟨x, Sx⟩`, for Hermitian `H`, positive definite
`S` and `x ≠ 0`. -/
def rayleigh (H S : Matrix n n ℂ) (x : n → ℂ) : ℝ :=
  (star x ⬝ᵥ (H *ᵥ x)).re / (star x ⬝ᵥ (S *ᵥ x)).re

/-- The real number `e` is a generalised eigenvalue: `Hx = e Sx` for some nonzero `x`. -/
def IsGenEigenvalue (H S : Matrix n n ℂ) (e : ℝ) : Prop :=
  ∃ x : n → ℂ, x ≠ 0 ∧ H *ᵥ x = (e : ℂ) • (S *ᵥ x)

/-- The factor `(e - s)⁻ᵏ` that `k` steps give to a mode of energy `e ≠ s`. -/
def gain (s : ℝ) (k : ℕ) (e : ℝ) : ℝ := ((e - s)⁻¹) ^ k

/-- For Hermitian `H` and positive definite `S` there is a matrix `X` of S-orthonormal columns
in which `H` is diagonal with real entries. -/
theorem exists_modes {H S : Matrix n n ℂ} (hH : H.IsHermitian) (hS : S.PosDef) :
    ∃ (X : Matrix n n ℂ) (e : n → ℝ),
      Xᴴ * S * X = 1 ∧ Xᴴ * H * X = diagonal (fun j => (e j : ℂ)) := by
  have diag : ∀ (A : Matrix n n ℂ) (hA : A.IsHermitian), ∃ U : Matrix n n ℂ,
      Uᴴ * U = 1 ∧ Uᴴ * A * U = diagonal (fun j => (hA.eigenvalues j : ℂ)) := by
    intro A hA
    have hU : (hA.eigenvectorUnitary : Matrix n n ℂ)ᴴ * hA.eigenvectorUnitary = 1 :=
      Matrix.mem_unitaryGroup_iff'.mp hA.eigenvectorUnitary.2
    refine ⟨hA.eigenvectorUnitary, hU, ?_⟩
    have h : A * (hA.eigenvectorUnitary : Matrix n n ℂ) =
        hA.eigenvectorUnitary * diagonal (fun j => (hA.eigenvalues j : ℂ)) := by
      ext i j
      have h := congrFun (hA.mulVec_eigenvectorBasis j) i
      rw [Matrix.mul_diagonal]
      simp only [Matrix.mul_apply, Matrix.mulVec, dotProduct, Pi.smul_apply,
        Complex.real_smul, Matrix.IsHermitian.eigenvectorUnitary_apply] at h ⊢
      rw [h, mul_comm]
    rw [Matrix.mul_assoc, h, ← Matrix.mul_assoc, hU, Matrix.one_mul]
  -- rescaled eigenvectors of S turn the overlap matrix into the identity
  obtain ⟨W, hW⟩ : ∃ W : Matrix n n ℂ, Wᴴ * S * W = 1 := by
    obtain ⟨U, -, hU⟩ := diag S hS.1
    let D : Matrix n n ℂ := diagonal (fun j => (((√(hS.1.eigenvalues j))⁻¹ : ℝ) : ℂ))
    have hD : Dᴴ = D := by
      ext i j
      by_cases h : i = j
      · subst h; simp [D]
      · simp [D, h, Ne.symm h]
    refine ⟨U * D, ?_⟩
    calc (U * D)ᴴ * S * (U * D) = Dᴴ * (Uᴴ * S * U) * D := by
          simp only [Matrix.conjTranspose_mul, Matrix.mul_assoc]
      _ = 1 := by
          rw [hU, hD, Matrix.diagonal_mul_diagonal, Matrix.diagonal_mul_diagonal,
            ← Matrix.diagonal_one]
          refine congrArg Matrix.diagonal (funext fun j => ?_)
          have hd := hS.eigenvalues_pos j
          have h0 : √(hS.1.eigenvalues j) ≠ 0 := (Real.sqrt_pos.mpr hd).ne'
          have h1 := Real.mul_self_sqrt hd.le
          have h2 : (√(hS.1.eigenvalues j))⁻¹ * hS.1.eigenvalues j *
              (√(hS.1.eigenvalues j))⁻¹ = 1 := by
            rw [mul_right_comm, ← mul_inv, h1, inv_mul_cancel₀ hd.ne']
          exact_mod_cast h2
  have hA : (Wᴴ * H * W).IsHermitian := by
    rw [Matrix.IsHermitian, Matrix.conjTranspose_mul, Matrix.conjTranspose_mul,
      Matrix.conjTranspose_conjTranspose, hH.eq, Matrix.mul_assoc]
  obtain ⟨V, hV, hVA⟩ := diag _ hA
  refine ⟨W * V, hA.eigenvalues, ?_, ?_⟩
  · calc (W * V)ᴴ * S * (W * V) = Vᴴ * (Wᴴ * S * W) * V := by
          simp only [Matrix.conjTranspose_mul, Matrix.mul_assoc]
      _ = 1 := by rw [hW, Matrix.mul_one, hV]
  · rw [← hVA]
    simp only [Matrix.conjTranspose_mul, Matrix.mul_assoc]

/-- If `Xᴴ A X` is diagonal with real entries, the real part of `⟨Xy, A(Xy)⟩` is the sum of these
entries weighted by `|y j|²`. -/
theorem expectation_in_modes {A X : Matrix n n ℂ} {a : n → ℝ}
    (h : Xᴴ * A * X = diagonal (fun j => (a j : ℂ))) (y : n → ℂ) :
    (star (X *ᵥ y) ⬝ᵥ (A *ᵥ (X *ᵥ y))).re = ∑ j, a j * Complex.normSq (y j) := by
  have h1 : star (X *ᵥ y) ⬝ᵥ (A *ᵥ (X *ᵥ y)) = star y ⬝ᵥ ((Xᴴ * A * X) *ᵥ y) := by
    rw [Matrix.star_mulVec, ← Matrix.dotProduct_mulVec]
    simp only [Matrix.mulVec_mulVec, Matrix.mul_assoc]
  rw [h1, h, dotProduct, Complex.re_sum]
  refine Finset.sum_congr rfl fun j _ => ?_
  rw [Matrix.mulVec_diagonal]
  simp [Complex.normSq_apply]
  ring

variable {H S X : Matrix n n ℂ} {e : n → ℝ} {s e1 q : ℝ} {x0 x1 : n → ℂ}

/-- The diagonal entries of `H` in S-orthonormal modes that diagonalise it are generalised
eigenvalues. -/
theorem mode_eigenvalue (hSX : Xᴴ * S * X = 1)
    (hHX : Xᴴ * H * X = diagonal (fun j => (e j : ℂ))) (j : n) :
    IsGenEigenvalue H S (e j) := by
  have hY : S * X * Xᴴ = 1 := mul_eq_one_comm.mp (by rw [← Matrix.mul_assoc]; exact hSX)
  have hHX' : H * X = S * X * diagonal (fun j => (e j : ℂ)) := by
    calc H * X = (S * X * Xᴴ) * (H * X) := by rw [hY, Matrix.one_mul]
      _ = S * X * (Xᴴ * H * X) := by simp only [Matrix.mul_assoc]
      _ = _ := by rw [hHX]
  have hd : diagonal (fun j => (e j : ℂ)) *ᵥ Pi.single j 1 =
      (e j : ℂ) • (Pi.single j 1 : n → ℂ) := by
    ext i
    rw [Matrix.mulVec_diagonal]
    by_cases h : i = j
    · subst h; simp
    · simp [h]
  refine ⟨X *ᵥ Pi.single j 1, fun h => ?_, ?_⟩
  · have h2 := congrArg (fun v => (Xᴴ * S) *ᵥ v) h
    simp only [Matrix.mulVec_mulVec, hSX, Matrix.one_mulVec, Matrix.mulVec_zero] at h2
    have h3 := congrFun h2 j
    simp at h3
  · rw [Matrix.mulVec_mulVec, hHX', ← Matrix.mulVec_mulVec, hd, Matrix.mulVec_smul,
      Matrix.mulVec_mulVec]

/-- If no mode energy equals the shift, `k` shift-and-invert steps multiply each mode by
`(e - s)⁻ᵏ`. -/
theorem iterate_modes (hSX : Xᴴ * S * X = 1)
    (hHX : Xᴴ * H * X = diagonal (fun j => (e j : ℂ))) (hs : ∀ j, e j ≠ s) (k : ℕ) :
    shiftInvert H S s ^ k * X = X * diagonal (fun j => (gain s k (e j) : ℂ)) := by
  have hY : S * X * Xᴴ = 1 := mul_eq_one_comm.mp (by rw [← Matrix.mul_assoc]; exact hSX)
  obtain ⟨F, hF⟩ : ∃ F : Matrix n n ℂ, F = diagonal (fun j => (((e j - s)⁻¹ : ℝ) : ℂ)) :=
    ⟨_, rfl⟩
  have hM : Xᴴ * (H - (s : ℂ) • S) * X * F = 1 := by
    have hE : diagonal (fun j => (e j : ℂ)) - (s : ℂ) • (1 : Matrix n n ℂ) =
        diagonal (fun j => ((e j - s : ℝ) : ℂ)) := by
      ext i j
      by_cases h : i = j
      · subst h; simp
      · simp [h]
    rw [Matrix.mul_sub, Matrix.sub_mul, Matrix.mul_smul, Matrix.smul_mul, hHX, hSX, hE, hF,
      Matrix.diagonal_mul_diagonal, ← Matrix.diagonal_one]
    refine congrArg Matrix.diagonal (funext fun j => ?_)
    rw [← Complex.ofReal_mul, mul_inv_cancel₀ (sub_ne_zero.mpr (hs j)), Complex.ofReal_one]
  -- the resolvent in its spectral form
  have hinv : (H - (s : ℂ) • S)⁻¹ = X * F * Xᴴ := by
    apply Matrix.inv_eq_right_inv
    calc (H - (s : ℂ) • S) * (X * F * Xᴴ)
        = (S * X * Xᴴ) * ((H - (s : ℂ) • S) * (X * F * Xᴴ)) := by rw [hY, Matrix.one_mul]
      _ = S * X * (Xᴴ * (H - (s : ℂ) • S) * X * F) * Xᴴ := by simp only [Matrix.mul_assoc]
      _ = 1 := by rw [hM, Matrix.mul_one, hY]
  have h1 : shiftInvert H S s * X = X * F := by
    rw [shiftInvert, hinv]
    calc X * F * Xᴴ * S * X = X * F * (Xᴴ * S * X) := by simp only [Matrix.mul_assoc]
      _ = X * F := by rw [hSX, Matrix.mul_one]
  induction k with
  | zero => simp [gain]
  | succ k ih =>
    rw [pow_succ, Matrix.mul_assoc, h1, ← Matrix.mul_assoc, ih, Matrix.mul_assoc, hF,
      Matrix.diagonal_mul_diagonal]
    simp [gain, pow_succ]

/-- If `x0` has nonzero S-overlap with a solution of `H x1 = e1 S x1`, then `x0` contains a
mode of energy `e1`. -/
theorem exists_overlapping_mode (hSX : Xᴴ * S * X = 1)
    (hHX : Xᴴ * H * X = diagonal (fun j => (e j : ℂ)))
    (hx1 : H *ᵥ x1 = (e1 : ℂ) • (S *ᵥ x1)) (hov : star x1 ⬝ᵥ (S *ᵥ x0) ≠ 0) :
    ∃ j, e j = e1 ∧ ((Xᴴ * S) *ᵥ x0) j ≠ 0 := by
  obtain ⟨b, hb⟩ : ∃ b, X *ᵥ b = x1 := ⟨(Xᴴ * S) *ᵥ x1, by
    rw [Matrix.mulVec_mulVec, mul_eq_one_comm.mp hSX, Matrix.one_mulVec]⟩
  subst hb
  rw [Matrix.star_mulVec, ← Matrix.dotProduct_mulVec, Matrix.mulVec_mulVec] at hov
  obtain ⟨j, -, hj⟩ := Finset.exists_ne_zero_of_sum_ne_zero hov
  have hbj : b j ≠ 0 := fun h0 => hj (by simp [h0])
  have h := congrArg (fun v => Xᴴ *ᵥ v) hx1
  simp only [Matrix.mulVec_smul, Matrix.mulVec_mulVec, ← Matrix.mul_assoc] at h
  rw [hHX, hSX, Matrix.one_mulVec] at h
  have h2 := congrFun h j
  rw [Matrix.mulVec_diagonal, Pi.smul_apply, smul_eq_mul] at h2
  exact ⟨j, by exact_mod_cast mul_right_cancel₀ hbj h2, right_ne_zero_of_mul hj⟩

omit [DecidableEq n] in
/-- Let all weights be nonnegative, let `e1 ≠ s` be the energy of a mode with positive weight, and
let `|e1 - s| ≤ q |e - s|` for all other energies. Then the mean energy after `k` steps differs from
`e1` by at most a constant times `q²ᵏ`. -/
theorem filtered_mean_bound (e p : n → ℝ) (hp : ∀ j, 0 ≤ p j) (hs : e1 ≠ s) {j0 : n}
    (hj0 : e j0 = e1) (hpj : 0 < p j0)
    (gap : ∀ j, e j ≠ e1 → |e1 - s| ≤ q * |e j - s|) (k : ℕ) :
    0 < ∑ j, gain s k (e j) ^ 2 * p j ∧
    |(∑ j, e j * (gain s k (e j) ^ 2 * p j)) / (∑ j, gain s k (e j) ^ 2 * p j) - e1| ≤
      (∑ j, |e j - e1| * p j) / p j0 * (q ^ 2) ^ k := by
  have hs' : e1 - s ≠ 0 := sub_ne_zero.mpr hs
  have ha : 0 < (e1 - s) ^ 2 := by positivity
  -- every other mode is damped relative to the target
  have hw : ∀ j, e j ≠ e1 → gain s k (e j) ^ 2 ≤ (q ^ 2) ^ k * gain s k e1 ^ 2 := by
    intro j hj
    have h2 : (e1 - s) ^ 2 ≤ q ^ 2 * (e j - s) ^ 2 := by
      have h := pow_le_pow_left₀ (abs_nonneg _) (gap j hj) 2
      rwa [mul_pow, sq_abs, sq_abs] at h
    have hb : 0 < (e j - s) ^ 2 := by
      by_contra hn
      have h0 : (e j - s) ^ 2 = 0 := le_antisymm (not_lt.mp hn) (sq_nonneg _)
      rw [h0] at h2
      linarith
    have h3 : ((e j - s)⁻¹) ^ 2 ≤ q ^ 2 * ((e1 - s)⁻¹) ^ 2 := by
      rw [inv_pow, inv_pow, ← div_eq_mul_inv, le_div_iff₀ ha, inv_mul_le_iff₀ hb]
      linarith
    calc gain s k (e j) ^ 2 = (((e j - s)⁻¹) ^ 2) ^ k := by
          rw [gain, ← pow_mul, ← pow_mul, Nat.mul_comm]
      _ ≤ (q ^ 2 * ((e1 - s)⁻¹) ^ 2) ^ k := pow_le_pow_left₀ (sq_nonneg _) h3 k
      _ = (q ^ 2) ^ k * gain s k e1 ^ 2 := by
          rw [gain, mul_pow, ← pow_mul ((e1 - s)⁻¹), ← pow_mul ((e1 - s)⁻¹), Nat.mul_comm]
  have hG0 : gain s k e1 ^ 2 * p j0 ≤ ∑ j, gain s k (e j) ^ 2 * p j := by
    rw [← hj0]
    exact Finset.single_le_sum (f := fun j => gain s k (e j) ^ 2 * p j)
      (fun j _ => mul_nonneg (sq_nonneg _) (hp j)) (Finset.mem_univ j0)
  have hg : gain s k e1 ≠ 0 := pow_ne_zero _ (inv_ne_zero hs')
  have hG : 0 < ∑ j, gain s k (e j) ^ 2 * p j := lt_of_lt_of_le (by positivity) hG0
  refine ⟨hG, ?_⟩
  have hd : (∑ j, e j * (gain s k (e j) ^ 2 * p j)) / (∑ j, gain s k (e j) ^ 2 * p j) - e1 =
      (∑ j, (e j - e1) * (gain s k (e j) ^ 2 * p j)) / ∑ j, gain s k (e j) ^ 2 * p j := by
    rw [eq_div_iff hG.ne', sub_mul, div_mul_cancel₀ _ hG.ne', Finset.mul_sum,
      ← Finset.sum_sub_distrib]
    exact Finset.sum_congr rfl fun j _ => by ring
  rw [hd, abs_div, abs_of_pos hG, div_le_iff₀ hG]
  calc |∑ j, (e j - e1) * (gain s k (e j) ^ 2 * p j)|
      ≤ ∑ j, |(e j - e1) * (gain s k (e j) ^ 2 * p j)| := Finset.abs_sum_le_sum_abs _ _
    _ ≤ ∑ j, |e j - e1| * p j * ((q ^ 2) ^ k * gain s k e1 ^ 2) := by
        refine Finset.sum_le_sum fun j _ => ?_
        by_cases hj : e j = e1
        · simp [hj]
        · rw [abs_mul, abs_of_nonneg (mul_nonneg (sq_nonneg _) (hp j))]
          have h := mul_le_mul_of_nonneg_left (hw j hj)
            (mul_nonneg (abs_nonneg (e j - e1)) (hp j))
          linarith
    _ = (∑ j, |e j - e1| * p j) / p j0 * (q ^ 2) ^ k * (gain s k e1 ^ 2 * p j0) := by
        rw [← Finset.sum_mul]
        have h := hpj.ne'
        field_simp
    _ ≤ _ := mul_le_mul_of_nonneg_left hG0 (mul_nonneg (div_nonneg
        (Finset.sum_nonneg fun j _ => mul_nonneg (abs_nonneg _) (hp j)) hpj.le)
        (pow_nonneg (sq_nonneg q) k))

/-- Let `x0` have nonzero S-overlap with a solution of `H x1 = e1 S x1`, `e1 ≠ s`, and let
`|e1 - s| ≤ q |e - s|` for all other mode energies. Then the iterates are nonzero and their
Rayleigh quotients differ from `e1` by at most a constant times `q²ᵏ`. -/
theorem rayleigh_error_bound (hSX : Xᴴ * S * X = 1)
    (hHX : Xᴴ * H * X = diagonal (fun j => (e j : ℂ))) (hs : e1 ≠ s)
    (hx1 : H *ᵥ x1 = (e1 : ℂ) • (S *ᵥ x1)) (hov : star x1 ⬝ᵥ (S *ᵥ x0) ≠ 0)
    (gap : ∀ j, e j ≠ e1 → |e1 - s| ≤ q * |e j - s|) :
    ∃ C : ℝ, ∀ k : ℕ, shiftInvert H S s ^ k *ᵥ x0 ≠ 0 ∧
      |rayleigh H S (shiftInvert H S s ^ k *ᵥ x0) - e1| ≤ C * (q ^ 2) ^ k := by
  obtain ⟨j0, hj0, hc⟩ := exists_overlapping_mode hSX hHX hx1 hov
  have he : ∀ j, e j ≠ s := by
    intro j h
    have h1 := gap j (by rw [h]; exact hs.symm)
    rw [h, sub_self, abs_zero, mul_zero] at h1
    exact hs (sub_eq_zero.mp (abs_nonpos_iff.mp h1))
  obtain ⟨p, hp⟩ : ∃ p : n → ℝ, ∀ j, p j = Complex.normSq (((Xᴴ * S) *ᵥ x0) j) :=
    ⟨_, fun _ => rfl⟩
  refine ⟨(∑ j, |e j - e1| * p j) / p j0, fun k => ?_⟩
  have hb := filtered_mean_bound e p (fun j => by rw [hp]; exact Complex.normSq_nonneg _) hs
    hj0 (by rw [hp]; exact Complex.normSq_pos.mpr hc) gap k
  have hv : shiftInvert H S s ^ k *ᵥ x0 =
      X *ᵥ (diagonal (fun j => (gain s k (e j) : ℂ)) *ᵥ ((Xᴴ * S) *ᵥ x0)) := by
    rw [Matrix.mulVec_mulVec _ X, ← iterate_modes hSX hHX he k, Matrix.mulVec_mulVec,
      Matrix.mul_assoc, mul_eq_one_comm.mp hSX, Matrix.mul_one]
  have forms : ∀ (A : Matrix n n ℂ) (a : n → ℝ), Xᴴ * A * X = diagonal (fun j => (a j : ℂ)) →
      (star (shiftInvert H S s ^ k *ᵥ x0) ⬝ᵥ (A *ᵥ (shiftInvert H S s ^ k *ᵥ x0))).re =
        ∑ j, a j * (gain s k (e j) ^ 2 * p j) := by
    intro A a h
    rw [hv, expectation_in_modes h]
    refine Finset.sum_congr rfl fun j _ => ?_
    rw [Matrix.mulVec_diagonal, Complex.normSq_mul, Complex.normSq_ofReal, hp]
    ring
  have hN := forms S (fun _ => 1) (by rw [hSX]; simp)
  simp only [one_mul] at hN
  constructor
  · intro h
    have hpos := hb.1
    rw [← hN, h] at hpos
    simp at hpos
  · rw [rayleigh, forms H e hHX, hN]
    exact hb.2

/-- Let `H` be Hermitian, `S` positive definite, and `e1 ≠ s` a generalised eigenvalue strictly
nearer to the real shift `s` than all others. If `x0` has nonzero S-overlap with an eigenvector
of `e1`, the shift-and-invert iterates are nonzero and their Rayleigh quotients tend to `e1`. -/
theorem shift_invert_converges (hH : H.IsHermitian) (hS : S.PosDef) (hs : e1 ≠ s)
    (hx1 : H *ᵥ x1 = (e1 : ℂ) • (S *ᵥ x1)) (hov : star x1 ⬝ᵥ (S *ᵥ x0) ≠ 0)
    (nearest : ∀ e, IsGenEigenvalue H S e → e ≠ e1 → |e1 - s| < |e - s|) :
    (∀ k : ℕ, shiftInvert H S s ^ k *ᵥ x0 ≠ 0) ∧
    Tendsto (fun k : ℕ => rayleigh H S (shiftInvert H S s ^ k *ᵥ x0)) atTop (𝓝 e1) := by
  obtain ⟨X, e, hSX, hHX⟩ := exists_modes hH hS
  obtain ⟨j0, -, -⟩ := exists_overlapping_mode hSX hHX hx1 hov
  -- the worst damping ratio over the finite spectrum is below one
  let f : n → ℝ := fun j => if e j = e1 then 0 else |e1 - s| / |e j - s|
  obtain ⟨m, -, hm⟩ := Finset.exists_max_image Finset.univ f ⟨j0, Finset.mem_univ _⟩
  have hlt : ∀ j, e j ≠ e1 → |e1 - s| < |e j - s| :=
    fun j hj => nearest _ (mode_eigenvalue hSX hHX j) hj
  have hf : 0 ≤ f m ∧ f m < 1 := by
    by_cases h : e m = e1
    · have h1 : f m = 0 := if_pos h
      rw [h1]
      norm_num
    · have h1 : f m = |e1 - s| / |e m - s| := if_neg h
      rw [h1]
      exact ⟨by positivity,
        (div_lt_one (lt_of_le_of_lt (abs_nonneg _) (hlt m h))).mpr (hlt m h)⟩
  have gap : ∀ j, e j ≠ e1 → |e1 - s| ≤ f m * |e j - s| := by
    intro j hj
    have h1 : f j = |e1 - s| / |e j - s| := if_neg hj
    have h2 := hm j (Finset.mem_univ j)
    rw [h1] at h2
    exact (div_le_iff₀ (lt_of_le_of_lt (abs_nonneg _) (hlt j hj))).mp h2
  obtain ⟨C, hC⟩ := rayleigh_error_bound hSX hHX hs hx1 hov gap
  refine ⟨fun k => (hC k).1, ?_⟩
  have hq : f m ^ 2 < 1 := by nlinarith [hf.1, hf.2]
  have hlim : Tendsto (fun k : ℕ => C * (f m ^ 2) ^ k) atTop (𝓝 0) := by
    simpa using (tendsto_pow_atTop_nhds_zero_of_lt_one (sq_nonneg (f m)) hq).const_mul C
  exact tendsto_iff_dist_tendsto_zero.mpr (squeeze_zero (fun _ => dist_nonneg)
    (fun k => by rw [Real.dist_eq]; exact (hC k).2) hlim)

/-- For `H = diag(1, -1)`, `S = 1`, shift `0` and start vector `(1, 1)`, the Rayleigh quotient
is `0` at every step. -/
theorem equidistant_shift_stalls (k : ℕ) :
    rayleigh !![1, 0; 0, -1] 1
      (shiftInvert (!![1, 0; 0, -1] : Matrix (Fin 2) (Fin 2) ℂ) 1 0 ^ k *ᵥ ![1, 1]) = 0 := by
  have hT : shiftInvert (!![1, 0; 0, -1] : Matrix (Fin 2) (Fin 2) ℂ) 1 0 =
      !![1, 0; 0, -1] := by
    rw [shiftInvert, Complex.ofReal_zero, zero_smul, sub_zero, Matrix.mul_one]
    apply Matrix.inv_eq_right_inv
    ext i j
    fin_cases i <;> fin_cases j <;> simp [Matrix.mul_apply, Fin.sum_univ_succ]
  have hk : (!![1, 0; 0, -1] : Matrix (Fin 2) (Fin 2) ℂ) ^ k *ᵥ ![1, 1] =
      ![1, (-1) ^ k] := by
    induction k with
    | zero => simp
    | succ k ih =>
      rw [pow_succ', ← Matrix.mulVec_mulVec, ih]
      ext i
      fin_cases i <;> simp [Matrix.mulVec, dotProduct, Fin.sum_univ_succ, pow_succ]
  rw [hT, hk]
  rcases neg_one_pow_eq_or ℂ k with h | h <;> rw [h] <;>
    simp [rayleigh, Matrix.mulVec, dotProduct, Fin.sum_univ_succ]

end

end ShiftInvertIteration
```

```lean
#print axioms ShiftInvertIteration.shift_invert_converges
#print axioms ShiftInvertIteration.equidistant_shift_stalls
```

```
'ShiftInvertIteration.shift_invert_converges' depends on axioms: [propext, Classical.choice, Quot.sound]
'ShiftInvertIteration.equidistant_shift_stalls' depends on axioms: [propext, Classical.choice, Quot.sound]
```

## Exact solves, fixed matrices, and energies only

In `shift_invert_converges`, `hov` is the overlap condition and `nearest` the strict separation. Since `nearest` compares eigenvalues, not eigenvectors, $e_1$ may be degenerate. `S.PosDef` is assumed: it says that $\langle x,Sx\rangle>0$ for every nonzero coefficient vector $x$. The iterates are unnormalised, which leaves $\rho$ unchanged.

`exists_modes` builds $X$; the mode energies $\varepsilon_j$ are `e j` in Lean. `iterate_modes` checks that $X\,\mathrm{diag}((\varepsilon_j-s)^{-1})X^\dagger$ inverts $H-sS$, then uses induction on $k$. `exists_overlapping_mode` finds $j_0$, `expectation_in_modes` supplies the weighted sums, and `filtered_mean_bound` the estimate. `rayleigh_error_bound` combines them for a given $q$. The main proof uses `mode_eigenvalue` to apply `nearest` to each mode, takes $q$ as a maximum over the finite spectrum, and squeezes the error to zero.

Strict nearness can't be weakened to a tie. `equidistant_shift_stalls` takes $H=\mathrm{diag}(1,-1)$, $S=1$, $s=0$ and the start vector $(1,1)$, or $(1,1)/\sqrt2$ when normalised: the quotient stays at $0$, which is not an eigenvalue.

The theorem concerns the energy, not the direction of the vector, and $H$ and $S$ stay fixed. The linear solve is exact here; an iterative solver generally leaves a residual, which the bound doesn't include.
